# Keeping the m lowest of g states raises the free energy by at most T ln(g/m)

## Cutting off a list of configurations

To get the configurational free energy of a small alloy supercell, one can list its atomic configurations, sort them by energy and sum the Boltzmann factors from the bottom up. If the sum stops after \(m\) of \(g\) configurations, the free energy comes out too high. At a positive temperature \(T\), measured in energy units, the error is at most \(T\ln(g/m)\), whatever the energies are, provided that no kept configuration lies above an omitted one.

This gives an error bar from the temperature and two counts, for a finite list of states with given energies. Keeping half of the states, for instance, costs at most \(T\ln 2\). The numbers \(m\) and \(g\) count states, not levels: if symmetry-equivalent configurations have been merged into one entry, that entry counts with its multiplicity.

## Weights, partition sums and the error

Let \(A\) be a finite set of \(g\) states with real energies \(E_i\), and let \(T>0\) be the temperature in energy units, that is, Boltzmann's constant times the absolute temperature. The kept states form a subset \(S\) of \(A\) with \(m\) members, \(1\le m<g\). Write

\[
w_i=e^{-E_i/T},\qquad Z(S)=\sum_{i\in S}w_i,\qquad F(S)=-T\ln Z(S),
\]

and likewise for \(A\). The truncation error is \(F(S)-F(A)\). The assumption on the cut is that \(E_i\le E_j\) for every kept \(i\) and every omitted \(j\). A degenerate level may be cut anywhere.

**The error is positive.** The omitted weights are positive and there is at least one of them, so \(Z(S)<Z(A)\). Since \(T>0\) and the logarithm is increasing, \(F(S)>F(A)\).

**The error is bounded.** Compare each kept state with each omitted one. There are \(g-m\) omitted states, and their weights sum to \(Z(A)-Z(S)\), so

\[
\sum_{i\in S}\sum_{j\in A\setminus S}(w_i-w_j)
=(g-m)Z(S)-m\bigl(Z(A)-Z(S)\bigr)
=g\,Z(S)-m\,Z(A).
\]

A lower energy means a larger weight, so every term on the left is nonnegative, and therefore \(m\,Z(A)\le g\,Z(S)\). The error can be written as

\[
F(S)-F(A)=T\ln\frac{Z(A)}{Z(S)}
=T\ln\frac gm+T\Bigl[\ln\bigl(m\,Z(A)\bigr)-\ln\bigl(g\,Z(S)\bigr)\Bigr].
\]

The bracket is not positive, which gives \(F(S)-F(A)\le T\ln(g/m)\).

**When the bound is reached.** Equality makes the bracket zero, so \(m\,Z(A)=g\,Z(S)\) and the pair sum vanishes. A sum of nonnegative terms vanishes only if each term does, so \(w_i=w_j\), and hence \(E_i=E_j\), for every kept \(i\) and omitted \(j\). Two kept states then agree because both match the same omitted state, and two omitted states agree because both match the same kept state. All \(g\) energies coincide. Conversely, if they coincide, every pair term is zero and the bound is reached. In that case \(Z\) is the number of states times a common weight, which cancels in \(Z(A)/Z(S)\), and the error is the entropy \(\ln g-\ln m\) lost by the cut, times \(T\).

## Two states, one kept

The smallest case is \(g=2\), \(m=1\), with energies \(0\) and \(\Delta\ge 0\). Keeping the lower state gives the error

\[
T\ln\bigl(1+e^{-\Delta/T}\bigr),
\]

which equals \(T\ln 2\) at \(\Delta=0\) and tends to zero as \(\Delta\) grows at fixed \(T\). Keeping the upper state instead gives \(T\ln(1+e^{\Delta/T})\), which exceeds \(T\ln 2\) as soon as \(\Delta>0\). The upper bound therefore does not hold for every choice of kept states.

The same reversal occurs for any \(g\). If no kept state lies below an omitted one, each pair term is at most zero, and \(T\ln(g/m)\) becomes a lower bound on the error.

## The statement in Lean

The states are elements of an arbitrary type `ι`, and `E : ι → ℝ` assigns their energies. The sets `A` and `S` are of type `Finset ι`, with `A.card` for \(g\) and `S.card` for \(m\). The definitions `weight`, `partitionSum` and `freeEnergy` are \(w\), \(Z\) and \(F\).

The main theorem is `truncation_error`. Its hypotheses are:

- `hT`: the temperature is positive.
- `hS`: at least one state is kept.
- `hSA : S ⊂ A`: the inclusion is strict, so at least one state is omitted.
- `hlow`: no kept state lies above an omitted one.

The conclusion has three parts: the error is positive, it is at most \(T\ln(g/m)\), and it equals this value if and only if any two states in `A` have the same energy.

`truncation_error_sorted` is the version for a sorted list. The energies are \(E_0\le E_1\le\dots\le E_{g-1}\), numbered from zero, and `range m` is the set of the first \(m\) indices. The function `E` is defined on all natural numbers, but the ordering is required only below \(g\). Equality now reads: every \(E_i\) with \(i<g\) equals \(E_0\).

`highest_states_error` is the reversed bound. Its inclusion `S ⊆ A` need not be strict, so it includes the case where nothing is omitted and both sides are zero.

The energies are taken as given: errors in the \(E_i\) themselves do not enter, and neither do continuous spectra or infinitely many states.

```lean
import Mathlib

open Finset

namespace TruncatedFreeEnergy

noncomputable section

variable {ι : Type*}

/-- Boltzmann weight of a state of energy `x` at temperature `T ≠ 0` (in energy units). -/
def weight (T x : ℝ) : ℝ := Real.exp (-x / T)

/-- Partition sum over the finite set `A` of states with energies `E`, for `T ≠ 0`. -/
def partitionSum (T : ℝ) (E : ι → ℝ) (A : Finset ι) : ℝ := ∑ i ∈ A, weight T (E i)

/-- Free energy `-T ln Z` computed from the states in the nonempty finite set `A`,
for `T ≠ 0`. -/
def freeEnergy (T : ℝ) (E : ι → ℝ) (A : Finset ι) : ℝ :=
  -T * Real.log (partitionSum T E A)

/-- At positive temperature a state has the larger Boltzmann weight exactly when it has
the lower energy (ties allowed). -/
theorem weight_le_iff {T : ℝ} (hT : 0 < T) (x y : ℝ) :
    weight T x ≤ weight T y ↔ y ≤ x := by
  unfold weight
  rw [Real.exp_le_exp, div_le_div_iff_of_pos_right hT, neg_le_neg_iff]

/-- The partition sum over a nonempty set of states is positive. -/
theorem partitionSum_pos (T : ℝ) (E : ι → ℝ) {A : Finset ι} (hA : A.Nonempty) :
    0 < partitionSum T E A :=
  Finset.sum_pos (fun _ _ => Real.exp_pos _) hA

/-- The weight differences between kept and omitted states, summed over all such pairs,
compare the two partition sums, each multiplied by the number of states in the other. -/
theorem pair_sum [DecidableEq ι] (T : ℝ) (E : ι → ℝ) {S A : Finset ι} (h : S ⊆ A) :
    ∑ i ∈ S, ∑ j ∈ A \ S, (weight T (E i) - weight T (E j))
      = (A.card : ℝ) * partitionSum T E S - (S.card : ℝ) * partitionSum T E A := by
  have hZ := Finset.sum_sdiff (f := fun i => weight T (E i)) h
  have hc : ((A \ S).card : ℝ) + (S.card : ℝ) = (A.card : ℝ) := by
    exact_mod_cast Finset.card_sdiff_add_card_eq_card h
  unfold partitionSum
  simp only [Finset.sum_sub_distrib, Finset.sum_const, nsmul_eq_mul, ← Finset.mul_sum]
  linear_combination (∑ i ∈ S, weight T (E i)) * hc - (S.card : ℝ) * hZ

/-- The truncation error is `T ln(g/m)` plus a term that compares `m Z(A)` with `g Z(S)`,
where `m` and `g` count the states in the nonempty sets `S` and `A`. -/
theorem error_eq (T : ℝ) (E : ι → ℝ) {S A : Finset ι} (hS : S.Nonempty)
    (hA : A.Nonempty) :
    freeEnergy T E S - freeEnergy T E A
      = T * Real.log ((A.card : ℝ) / S.card)
        + T * (Real.log (S.card * partitionSum T E A)
          - Real.log (A.card * partitionSum T E S)) := by
  have hs : (S.card : ℝ) ≠ 0 := by exact_mod_cast hS.card_pos.ne'
  have ha : (A.card : ℝ) ≠ 0 := by exact_mod_cast hA.card_pos.ne'
  rw [Real.log_div ha hs, Real.log_mul hs (partitionSum_pos T E hA).ne',
    Real.log_mul ha (partitionSum_pos T E hS).ne']
  unfold freeEnergy
  ring

/-- Keep a nonempty proper subset `S` of the states `A`, no kept state lying above an omitted
one. At `T > 0` the truncated free energy exceeds the full one by a positive amount, at most
`T ln(g/m)` for `m` states kept out of `g`, with equality exactly when all energies coincide. -/
theorem truncation_error {T : ℝ} (hT : 0 < T) (E : ι → ℝ) {S A : Finset ι}
    (hS : S.Nonempty) (hSA : S ⊂ A)
    (hlow : ∀ i ∈ S, ∀ j ∈ A, j ∉ S → E i ≤ E j) :
    0 < freeEnergy T E S - freeEnergy T E A ∧
    freeEnergy T E S - freeEnergy T E A ≤ T * Real.log ((A.card : ℝ) / S.card) ∧
    (freeEnergy T E S - freeEnergy T E A = T * Real.log ((A.card : ℝ) / S.card) ↔
      ∀ i ∈ A, ∀ j ∈ A, E i = E j) := by
  classical
  have hA : A.Nonempty := hS.mono hSA.subset
  obtain ⟨k, hkA, hkS⟩ := Finset.exists_of_ssubset hSA
  have hZS := partitionSum_pos T E hS
  have hZA := partitionSum_pos T E hA
  have hs : (0 : ℝ) < S.card := by exact_mod_cast hS.card_pos
  have ha : (0 : ℝ) < A.card := by exact_mod_cast hA.card_pos
  have hpair := pair_sum T E hSA.subset
  have herr := error_eq T E hS hA
  -- every kept state weighs at least as much as every omitted one
  have hterm : ∀ i ∈ S, ∀ j ∈ A \ S, 0 ≤ weight T (E i) - weight T (E j) := by
    intro i hi j hj
    rw [Finset.mem_sdiff] at hj
    exact sub_nonneg.2 ((weight_le_iff hT _ _).2 (hlow i hi j hj.1 hj.2))
  have hinner : ∀ i ∈ S, 0 ≤ ∑ j ∈ A \ S, (weight T (E i) - weight T (E j)) :=
    fun i hi => Finset.sum_nonneg (hterm i hi)
  refine ⟨?_, ?_, ?_, ?_⟩
  · -- the omitted weights are positive
    have hlt : partitionSum T E S < partitionSum T E A :=
      Finset.sum_lt_sum_of_subset hSA.subset hkA hkS (Real.exp_pos _)
        (fun _ _ _ => (Real.exp_pos _).le)
    have hlog := mul_lt_mul_of_pos_left (Real.log_lt_log hZS hlt) hT
    unfold freeEnergy
    linarith
  · have hsum := Finset.sum_nonneg hinner
    have hlog := Real.log_le_log (mul_pos hs hZA)
      (show (S.card : ℝ) * partitionSum T E A ≤ A.card * partitionSum T E S by linarith)
    have := mul_nonneg hT.le (sub_nonneg.2 hlog)
    linarith
  · -- equality makes each pair term vanish
    intro heq
    have h0 : T * (Real.log (S.card * partitionSum T E A)
        - Real.log (A.card * partitionSum T E S)) = 0 := by linarith
    have h1 := sub_eq_zero.1 ((mul_eq_zero.1 h0).resolve_left hT.ne')
    have h2 := Real.log_injOn_pos (Set.mem_Ioi.2 (mul_pos hs hZA))
      (Set.mem_Ioi.2 (mul_pos ha hZS)) h1
    have h3 : ∑ i ∈ S, ∑ j ∈ A \ S, (weight T (E i) - weight T (E j)) = 0 := by
      linarith
    have hcross : ∀ i ∈ S, ∀ j ∈ A, j ∉ S → E i = E j := by
      intro i hi j hj hjS
      have h4 := (Finset.sum_eq_zero_iff_of_nonneg hinner).1 h3 i hi
      have h5 := (Finset.sum_eq_zero_iff_of_nonneg (hterm i hi)).1 h4 j
        (Finset.mem_sdiff.2 ⟨hj, hjS⟩)
      exact le_antisymm (hlow i hi j hj hjS)
        ((weight_le_iff hT _ _).1 (sub_eq_zero.1 h5).le)
    -- compare every state with the omitted state `k`
    obtain ⟨l, hl⟩ := hS
    have hall : ∀ i ∈ A, E i = E k := by
      intro i hi
      by_cases hiS : i ∈ S
      · exact hcross i hiS k hkA hkS
      · exact (hcross l hl i hi hiS).symm.trans (hcross l hl k hkA hkS)
    exact fun i hi j hj => (hall i hi).trans (hall j hj).symm
  · intro hall
    have h3 : ∑ i ∈ S, ∑ j ∈ A \ S, (weight T (E i) - weight T (E j)) = 0 := by
      refine Finset.sum_eq_zero fun i hi => Finset.sum_eq_zero fun j hj => ?_
      rw [hall i (hSA.subset hi) j (Finset.mem_sdiff.1 hj).1, sub_self]
    have h2 : (S.card : ℝ) * partitionSum T E A = A.card * partitionSum T E S := by
      linarith
    rw [herr, h2, sub_self, mul_zero, add_zero]

/-- List `g` energies in ascending order and keep the first `m`, with `1 ≤ m < g` and `T > 0`.
The free energy is overestimated by a positive amount, at most `T ln(g/m)`, with equality
exactly when all `g` energies equal the lowest one. -/
theorem truncation_error_sorted {T : ℝ} (hT : 0 < T) (E : ℕ → ℝ) {m g : ℕ}
    (hm : 1 ≤ m) (hmg : m < g) (hE : ∀ i j, i ≤ j → j < g → E i ≤ E j) :
    0 < freeEnergy T E (range m) - freeEnergy T E (range g) ∧
    freeEnergy T E (range m) - freeEnergy T E (range g) ≤ T * Real.log ((g : ℝ) / m) ∧
    (freeEnergy T E (range m) - freeEnergy T E (range g) = T * Real.log ((g : ℝ) / m) ↔
      ∀ i < g, E i = E 0) := by
  have hsub : range m ⊆ range g := fun i hi => by
    rw [Finset.mem_range] at hi ⊢
    omega
  have hss : range m ⊂ range g := (Finset.ssubset_iff_of_subset hsub).2
    ⟨m, Finset.mem_range.2 hmg, fun h => lt_irrefl m (Finset.mem_range.1 h)⟩
  have h := truncation_error hT E ⟨0, Finset.mem_range.2 (by omega)⟩ hss
    (fun i hi j hj hjm => by
      rw [Finset.mem_range] at hi hj hjm
      exact hE i j (by omega) hj)
  simp only [Finset.card_range, Finset.mem_range] at h
  exact ⟨h.1, h.2.1, h.2.2.trans ⟨fun H i hi => H i hi 0 (by omega),
    fun H i hi j hj => (H i hi).trans (H j hj).symm⟩⟩

/-- If instead no kept state lies below an omitted one, then at `T > 0` the truncated free
energy exceeds the full one by at least `T ln(g/m)`, for `m ≥ 1` states kept out of `g`. -/
theorem highest_states_error {T : ℝ} (hT : 0 < T) (E : ι → ℝ) {S A : Finset ι}
    (hS : S.Nonempty) (hSA : S ⊆ A)
    (hhigh : ∀ i ∈ S, ∀ j ∈ A, j ∉ S → E j ≤ E i) :
    T * Real.log ((A.card : ℝ) / S.card) ≤ freeEnergy T E S - freeEnergy T E A := by
  classical
  have hA : A.Nonempty := hS.mono hSA
  have ha : (0 : ℝ) < A.card := by exact_mod_cast hA.card_pos
  have hpair := pair_sum T E hSA
  -- the pair sum now has the opposite sign
  have hsum : ∑ i ∈ S, ∑ j ∈ A \ S, (weight T (E i) - weight T (E j)) ≤ 0 := by
    refine Finset.sum_nonpos fun i hi => Finset.sum_nonpos fun j hj => ?_
    rw [Finset.mem_sdiff] at hj
    exact sub_nonpos.2 ((weight_le_iff hT _ _).2 (hhigh i hi j hj.1 hj.2))
  have hlog := Real.log_le_log (mul_pos ha (partitionSum_pos T E hS))
    (show (A.card : ℝ) * partitionSum T E S ≤ S.card * partitionSum T E A by linarith)
  have := mul_nonneg hT.le (sub_nonneg.2 hlog)
  have herr := error_eq T E hS hA
  linarith

end

end TruncatedFreeEnergy
```

```lean
#print axioms TruncatedFreeEnergy.truncation_error_sorted
#print axioms TruncatedFreeEnergy.highest_states_error
```

```
'TruncatedFreeEnergy.truncation_error_sorted' depends on axioms: [propext, Classical.choice, Quot.sound]
'TruncatedFreeEnergy.highest_states_error' depends on axioms: [propext, Classical.choice, Quot.sound]
```

## From the pair sum to the Lean proof

`weight_le_iff` says that the order of the weights is the reverse of the order of the energies. It removes the exponential by monotonicity, then the positive divisor \(T\), then the minus sign. `partitionSum_pos` supplies the positivity that the logarithms need.

`pair_sum` is the double-sum identity. In its proof, `hZ` splits \(Z(A)\) into omitted and kept parts, and `hc` does the same for the number of states. The `simp only` step carries out the sums over constants, and `linear_combination` combines the two splittings into \(g\,Z(S)-m\,Z(A)\). No ordering of the energies is used here. Nor is it used in `error_eq`, which expands the logarithms of products and quotients to obtain the formula with the bracket.

In `truncation_error`, `hterm` records that each pair term is nonnegative, and `hinner` that each inner sum is. The `refine` line then leaves four goals:

1. **Positivity.** The omitted state `k` makes \(Z(S)<Z(A)\) strict, and the logarithm carries this over to the free energies.
2. **The bound.** The nonnegative double sum and `hpair` give \(m\,Z(A)\le g\,Z(S)\). Taking logarithms and inserting `herr` finishes the step.
3. **Equality implies equal energies.** Injectivity of the logarithm on positive numbers turns the vanishing bracket into \(m\,Z(A)=g\,Z(S)\), so the double sum is zero (`h3`). The lemma `Finset.sum_eq_zero_iff_of_nonneg` is applied twice, first to the outer sum and then to the inner one, to make each term vanish. In `hcross`, one inequality between the energies comes from `hlow` and the other from the equal weights. Every state is then compared with `k`: a kept state directly, an omitted one through the kept state `l`.
4. **Equal energies imply equality.** Every pair term is zero, so the two products inside the logarithms agree and the bracket drops out.

`truncation_error_sorted` applies this theorem to `range m` and `range g`. The remaining work is to show that the inclusion is strict, with the index `m` as an omitted state, to obtain `hS` and `hlow` from `hm` and `hE`, and to translate "any two energies agree" into "every energy equals \(E_0\)". `highest_states_error` repeats the second step with the inequalities reversed, using the same `pair_sum` and `error_eq`.
